# The dipole–dipole coupling as the second-order limit of the Coulomb interaction between two one-electron atoms

Two hydrogen-like atoms stand a distance $R$ apart. Each is neutral, but with its electron displaced from its nucleus it still acts on the charges of the other atom. When the displacements are small compared with $R$, the attractions and repulsions between the two atoms almost cancel. What remains of the interaction?

Put the nuclei at $0$ and $Re$, with $e$ a unit vector, and let $r_1$ and $r_2$ be the displacements of the electrons from their own nuclei. Physically these are vectors in $\mathbb{R}^3$, but the argument uses only the inner product $\langle\cdot,\cdot\rangle$ and its norm, so `E` is any real inner-product space.

```lean
import Mathlib

open Filter Topology

namespace LondonDipoleCoupling

noncomputable section

variable {E : Type*} [NormedAddCommGroup E] [InnerProductSpace ℝ E]
```

## Four Coulomb terms and the coupling

In atomic units, the two nuclei repel with energy $1/R$ and the two electrons with $1/\|Re+r_2-r_1\|$. Each electron is attracted by the other atom's nucleus:

$$V(R;r_1,r_2)=\frac1R+\frac1{\|Re+(r_2-r_1)\|}-\frac1{\|Re-r_1\|}-\frac1{\|Re+r_2\|}.$$

The attraction within each atom is not part of $V$.

```lean
/-- For `R > 0`, a unit vector `e` and nonzero distances in all four terms, this is the Coulomb
interaction, in atomic units, of two neutral one-electron atoms with nuclei at `0` and `R e` and
electrons displaced by `r₁` and `r₂` from their own nuclei. The attraction within each atom is left
out. -/
def atomInteraction (R : ℝ) (e r₁ r₂ : E) : ℝ :=
  1 / R + 1 / ‖R • e + (r₂ - r₁)‖ - 1 / ‖R • e - r₁‖ - 1 / ‖R • e + r₂‖
```

The expected answer has the orientation-dependent numerator

$$D(r_1,r_2)=\langle r_1,r_2\rangle-3\langle e,r_1\rangle\langle e,r_2\rangle .$$

The electronic dipole moments are $-r_1$ and $-r_2$, and the two signs cancel in $D$.

```lean
/-- For a unit vector `e` along the interatomic axis, the orientation-dependent numerator of the
dipole-dipole interaction. -/
def dipoleCoupling (e r₁ r₂ : E) : ℝ :=
  inner ℝ r₁ r₂ - 3 * inner ℝ e r₁ * inner ℝ e r₂
```

## One inverse distance to second order

Three of the four terms have the form $1/N$ with $N=\|Re+tv\|$, where the real number $t$ scales the displacements. Write $a=\langle e,v\rangle$ and $b=\|v\|^2$. Since $\|e\|=1$,

$$N^2=R^2+2Rta+t^2b .$$

```lean
/-- The squared distance from the origin to a charge displaced by `t v` from the point `R e`. -/
theorem dist_sq_expansion {e : E} (he : ‖e‖ = 1) (R t : ℝ) (v : E) :
    ‖R • e + t • v‖ ^ 2 = R ^ 2 + 2 * R * t * inner ℝ e v + t ^ 2 * ‖v‖ ^ 2 := by
  rw [norm_add_sq_real]
  simp only [norm_smul, he, mul_pow, Real.norm_eq_abs, sq_abs, real_inner_smul_left,
    real_inner_smul_right]
  ring
```

From $N-R=t(2Ra+tb)/(N+R)$ we get

$$\frac1N-\frac1R=-\frac{2Rta+t^2b}{NR(N+R)} .$$

Adding $ta/R^2$ leaves the factor

$$\frac1{R^2}-\frac2{N(N+R)}=\frac{(N-R)(N+2R)}{R^2N(N+R)}$$

multiplying $ta$. Replacing $N-R$ once more and dividing by $t^2$ gives, for $t\neq0$,

$$\frac{1/N-1/R+ta/R^2}{t^2}=\frac{a(2Ra+tb)(N+2R)}{R^2N(N+R)^2}-\frac{b}{NR(N+R)} .$$

This is exact, and the right-hand side no longer divides by $t$.

```lean
/-- Exact second-order remainder of the inverse distance `1 / N`, where
`N ^ 2 = R ^ 2 + 2 R t a + t ^ 2 b`. -/
theorem inverse_distance_remainder {R N t a b : ℝ} (hR : 0 < R) (hN : 0 < N) (ht : t ≠ 0)
    (h : N ^ 2 = R ^ 2 + 2 * R * t * a + t ^ 2 * b) :
    (1 / N - 1 / R + t * a / R ^ 2) / t ^ 2 =
      a * (2 * R * a + t * b) * (N + 2 * R) / (R ^ 2 * N * (N + R) ^ 2)
        - b / (N * R * (N + R)) := by
  have hNR : N + R ≠ 0 := by positivity
  -- eliminating `b` leaves an identity of rational functions
  have hb : b = (N ^ 2 - R ^ 2 - 2 * R * t * a) / t ^ 2 := by
    rw [eq_div_iff (pow_ne_zero 2 ht)]
    linear_combination -h
  rw [hb]
  field_simp
  ring
```

The Lean proof takes a shorter route to the same identity: it solves the hypothesis for `b`, substitutes, and lets `field_simp` and `ring` compare the two rational functions.

As $t\to0$, $N\to R$, and the right-hand side tends to

$$\frac{a\cdot2Ra\cdot3R}{4R^5}-\frac{b}{2R^3}=\frac{3\langle e,v\rangle^2-\|v\|^2}{2R^3}.$$

```lean
/-- Second-order coefficient of the Coulomb potential `1 / ‖R e + t v‖` in the displacement
parameter `t`. -/
theorem coulomb_second_order {e : E} (he : ‖e‖ = 1) {R : ℝ} (hR : 0 < R) (v : E) :
    Tendsto (fun t : ℝ => (1 / ‖R • e + t • v‖ - 1 / R + t * inner ℝ e v / R ^ 2) / t ^ 2)
      (𝓝[≠] 0) (𝓝 ((3 * (inner ℝ e v) ^ 2 - ‖v‖ ^ 2) / (2 * R ^ 3))) := by
  have hN : Tendsto (fun t : ℝ => ‖R • e + t • v‖) (𝓝[≠] 0) (𝓝 R) := by
    have hc : Continuous (fun t : ℝ => ‖R • e + t • v‖) := by fun_prop
    have h0 : ‖R • e + (0 : ℝ) • v‖ = R := by simp [norm_smul, he, abs_of_pos hR]
    have h := hc.tendsto 0
    simp only [h0] at h
    exact h.mono_left nhdsWithin_le_nhds
  have ht : Tendsto (fun t : ℝ => t) (𝓝[≠] 0) (𝓝 0) :=
    tendsto_id.mono_left nhdsWithin_le_nhds
  generalize ha : inner ℝ e v = a
  generalize hb : ‖v‖ ^ 2 = b
  -- the exact remainder has a regular limit, taken factor by factor
  have h1 := (((ht.mul_const b).const_add (2 * R * a)).const_mul a).mul (hN.add_const (2 * R))
  have h2 := (hN.const_mul (R ^ 2)).mul ((hN.add_const R).pow 2)
  have h3 := (hN.mul_const R).mul (hN.add_const R)
  have h4 := (h1.div h2 (by positivity)).sub
    ((tendsto_const_nhds (x := b)).div h3 (by positivity))
  have hlim : (3 * a ^ 2 - b) / (2 * R ^ 3) =
      a * (2 * R * a + 0 * b) * (R + 2 * R) / (R ^ 2 * R * (R + R) ^ 2)
        - b / (R * R * (R + R)) := by
    rw [show R + R = 2 * R by ring]
    field_simp
    ring
  rw [hlim]
  refine h4.congr' ?_
  filter_upwards [self_mem_nhdsWithin, hN.eventually (lt_mem_nhds hR)] with t ht0 hNt
  have hsq := dist_sq_expansion he R t v
  rw [ha, hb] at hsq
  exact (inverse_distance_remainder hR hNt ht0 hsq).symm
```

The filter `𝓝[≠] 0` expresses $t\to0$ with $t\ne0$. Continuity of the norm supplies `hN`, the statement $N\to R$; `h1` to `h4` assemble the limit factor by factor. The closing `filter_upwards` restricts attention to $t\neq0$ with $N>0$, where the exact identity applies.

## Cancellation between the atoms

Apply this expansion to $v=r_2-r_1$, $-r_1$ and $r_2$, with signs $+,-,-$. The constant terms, including the nuclear repulsion, add to $1/R+1/R-1/R-1/R=0$. The linear terms cancel because

$$\langle e,r_2-r_1\rangle-\langle e,-r_1\rangle-\langle e,r_2\rangle=0 .$$

In the quadratic terms all squares cancel and the cross terms stay:

$$\frac{-6\langle e,r_1\rangle\langle e,r_2\rangle+2\langle r_1,r_2\rangle}{2R^3}=\frac{D(r_1,r_2)}{R^3}.$$

Hence, for $\|e\|=1$, $R>0$ and any fixed $r_1,r_2$,

$$\lim_{t\to0,\;t\ne0}\frac{V(R;tr_1,tr_2)}{t^2}=\frac{D(r_1,r_2)}{R^3}.$$

```lean
/-- For small electronic displacements `t r₁` and `t r₂`, the Coulomb interaction of the two atoms
divided by `t ^ 2` tends to the dipole-dipole coupling over `R ^ 3`. -/
theorem interaction_tendsto_dipole {e : E} (he : ‖e‖ = 1) {R : ℝ} (hR : 0 < R) (r₁ r₂ : E) :
    Tendsto (fun t : ℝ => atomInteraction R e (t • r₁) (t • r₂) / t ^ 2)
      (𝓝[≠] 0) (𝓝 (dipoleCoupling e r₁ r₂ / R ^ 3)) := by
  have h := ((coulomb_second_order he hR (r₂ - r₁)).sub
    (coulomb_second_order he hR (-r₁))).sub (coulomb_second_order he hR r₂)
  -- the squares cancel and only the cross terms survive
  have hlim : dipoleCoupling e r₁ r₂ / R ^ 3 =
      (3 * (inner ℝ e (r₂ - r₁)) ^ 2 - ‖r₂ - r₁‖ ^ 2) / (2 * R ^ 3)
        - (3 * (inner ℝ e (-r₁)) ^ 2 - ‖-r₁‖ ^ 2) / (2 * R ^ 3)
        - (3 * (inner ℝ e r₂) ^ 2 - ‖r₂‖ ^ 2) / (2 * R ^ 3) := by
    rw [norm_sub_sq_real, real_inner_comm r₁ r₂, norm_neg, inner_sub_right, inner_neg_right,
      dipoleCoupling]
    ring
  rw [hlim]
  refine h.congr (fun t => ?_)
  -- the monopole and linear terms cancel
  simp only [atomInteraction, inner_sub_right, inner_neg_right, smul_sub, smul_neg,
    ← sub_eq_add_neg]
  ring
```

Here `hlim` is the cancellation of the squares, and the last `simp only` and `ring` remove the constant and linear terms.

The condition $\|e\|=1$ makes $R$ the actual distance between the nuclei. Without it the limit can fail. Take $E=\mathbb{R}$, $e=2$, $R=1$ and $r_1=r_2=0$. Then $V=1+\tfrac12-\tfrac12-\tfrac12=\tfrac12$ for every $t$, so $V/t^2$ diverges, although $D=0$.

## From small displacements to large separation

Dispersion forces act between atoms whose size stays fixed while their separation grows. The matching limit for $V$ keeps $r_1$ and $r_2$ fixed and lets $R\to\infty$. It follows from the previous limit by the scaling of Coulomb's law: multiplying every length by $s>0$ divides every term by $s$,

$$V(sR;sr_1,sr_2)=\frac{V(R;r_1,r_2)}{s}.$$

```lean
/-- Scaling all lengths by `s > 0` divides the Coulomb interaction by `s`. -/
theorem interaction_scaling {s : ℝ} (hs : 0 < s) (R : ℝ) (e r₁ r₂ : E) :
    atomInteraction (s * R) e (s • r₁) (s • r₂) = atomInteraction R e r₁ r₂ / s := by
  have h1 : (s * R) • e + (s • r₂ - s • r₁) = s • (R • e + (r₂ - r₁)) := by module
  have h2 : (s * R) • e - s • r₁ = s • (R • e - r₁) := by module
  have h3 : (s * R) • e + s • r₂ = s • (R • e + r₂) := by module
  simp only [atomInteraction, h1, h2, h3, norm_smul, Real.norm_eq_abs, abs_of_pos hs]
  ring
```

Choose $s=1/R$, so that lengths are measured in units of the separation. Then $V(1;r_1/R,r_2/R)=R\,V(R;r_1,r_2)$. With $t=1/R$,

$$R^3V(R;r_1,r_2)=\frac{V(1;tr_1,tr_2)}{t^2}\longrightarrow D(r_1,r_2)\qquad(R\to\infty).$$

```lean
/-- At fixed electronic displacements, `R ^ 3` times the Coulomb interaction tends to the
dipole-dipole coupling as the atoms are moved infinitely far apart. -/
theorem interaction_large_distance {e : E} (he : ‖e‖ = 1) (r₁ r₂ : E) :
    Tendsto (fun R : ℝ => R ^ 3 * atomInteraction R e r₁ r₂) atTop
      (𝓝 (dipoleCoupling e r₁ r₂)) := by
  have hinv : Tendsto (fun R : ℝ => R⁻¹) atTop (𝓝[≠] 0) := by
    refine tendsto_nhdsWithin_iff.mpr ⟨tendsto_inv_atTop_zero, ?_⟩
    filter_upwards [eventually_gt_atTop (0 : ℝ)] with R hR
    exact inv_ne_zero hR.ne'
  have h := (interaction_tendsto_dipole he one_pos r₁ r₂).comp hinv
  rw [one_pow, div_one] at h
  refine h.congr' ?_
  filter_upwards [eventually_gt_atTop (0 : ℝ)] with R hR
  -- measure all lengths in units of the separation
  have hs := interaction_scaling (inv_pos.2 hR) R e r₁ r₂
  rw [inv_mul_cancel₀ hR.ne'] at hs
  simp only [Function.comp_apply, hs]
  field_simp
```

The proof composes the previous limit, taken at unit separation, with $R\mapsto R^{-1}$; `hinv` records that this map tends to zero through nonzero values.

For two one-electron atoms with fixed displacements of the electrons from their own nuclei, this identifies the coupling $D/R^3$ that London's treatment of dispersion takes as its perturbation. The result concerns the classical interaction function only: it contains no wavefunctions, gives no rate of convergence, and leaves the second-order energy proportional to $R^{-6}$ to a separate quantum-mechanical calculation.

## How strong the coupling can be

Collect the terms containing $r_2$ into one vector, $D=\langle r_1,f\rangle$ with $f=r_2-3\langle e,r_2\rangle e$. Then

$$\|f\|^2=\|r_2\|^2+3\langle e,r_2\rangle^2\le4\|r_2\|^2,$$

and the Cauchy–Schwarz inequality gives $|D|\le2\|r_1\|\,\|r_2\|$.

```lean
/-- The dipole-dipole coupling is at most twice the product of the displacement lengths. -/
theorem abs_dipoleCoupling_le {e : E} (he : ‖e‖ = 1) (r₁ r₂ : E) :
    |dipoleCoupling e r₁ r₂| ≤ 2 * ‖r₁‖ * ‖r₂‖ := by
  -- the coupling is the inner product of `r₁` with a field vector produced by `r₂`
  have hfield : dipoleCoupling e r₁ r₂ = inner ℝ r₁ (r₂ - (3 * inner ℝ e r₂) • e) := by
    rw [inner_sub_right, real_inner_smul_right, real_inner_comm e r₁, dipoleCoupling]
    ring
  have hc := abs_real_inner_le_norm e r₂
  rw [he, one_mul] at hc
  have hc2 := sq_le_sq' (neg_le_of_abs_le hc) (le_of_abs_le hc)
  have hsq : ‖r₂ - (3 * inner ℝ e r₂) • e‖ ^ 2 ≤ (2 * ‖r₂‖) ^ 2 := by
    rw [norm_sub_sq_real, real_inner_smul_right, real_inner_comm e r₂, norm_smul, he, mul_one,
      Real.norm_eq_abs, sq_abs]
    nlinarith [hc2]
  have hle := (le_abs_self _).trans (abs_le_of_sq_le_sq hsq (by positivity))
  rw [hfield]
  calc |inner ℝ r₁ (r₂ - (3 * inner ℝ e r₂) • e)|
      ≤ ‖r₁‖ * ‖r₂ - (3 * inner ℝ e r₂) • e‖ := abs_real_inner_le_norm _ _
    _ ≤ ‖r₁‖ * (2 * ‖r₂‖) := mul_le_mul_of_nonneg_left hle (norm_nonneg _)
    _ = 2 * ‖r₁‖ * ‖r₂‖ := by ring
```

The identity $D=\langle r_1,f\rangle$ is `hfield`, and the estimate of $\|f\|^2$ is `hsq`; the final `calc` applies Cauchy–Schwarz.

For displacements $\alpha e$ and $\beta e$ along the axis (`a` and `b` in the code),

$$D(\alpha e,\beta e)=\alpha\beta-3\alpha\beta=-2\alpha\beta .$$

Its absolute value equals $2\|\alpha e\|\,\|\beta e\|$, so the constant 2 in the bound is the best possible. The coupling is negative when both electrons are displaced in the same direction along the axis, as expected for dipoles arranged head to tail.

```lean
/-- For displacements `a e` and `b e` along the interatomic axis the coupling is `-2 a b`. -/
theorem dipoleCoupling_axial {e : E} (he : ‖e‖ = 1) (a b : ℝ) :
    dipoleCoupling e (a • e) (b • e) = -2 * a * b := by
  simp only [dipoleCoupling, real_inner_smul_left, real_inner_smul_right,
    real_inner_self_eq_norm_sq, he]
  ring

end

end LondonDipoleCoupling
```

```lean
#print axioms LondonDipoleCoupling.interaction_tendsto_dipole
#print axioms LondonDipoleCoupling.interaction_large_distance
#print axioms LondonDipoleCoupling.abs_dipoleCoupling_le
#print axioms LondonDipoleCoupling.dipoleCoupling_axial
```

```
'LondonDipoleCoupling.interaction_tendsto_dipole' depends on axioms: [propext, Classical.choice, Quot.sound]
'LondonDipoleCoupling.interaction_large_distance' depends on axioms: [propext, Classical.choice, Quot.sound]
'LondonDipoleCoupling.abs_dipoleCoupling_le' depends on axioms: [propext, Classical.choice, Quot.sound]
'LondonDipoleCoupling.dipoleCoupling_axial' depends on axioms: [propext, Classical.choice, Quot.sound]
```
